# Zero-sum least squares on a complete network of uncorrelated, equal-variance pair measurements: differences have variance $2s^2/n$

Q: Measured differences $y_{ij}$ between $n$ states fix state values $x_i$ only up to a common constant, and a table holds both $y_{ij}$ and $y_{ji}$. What did you decide?

A: The constant is fixed by $\sum_i x_i = 0$. Each unordered pair is measured once, so $y_{ji} = -y_{ij}$ and $y_{ii} = 0$. The states form a finite type `ι`, with $n$ written `Fintype.card ι`; random data live on a space `Ω` with measure `μ`.

In Lean 4 with Mathlib:

```lean
import Mathlib

open MeasureTheory ProbabilityTheory Finset
open scoped ENNReal

namespace CompleteComparisonNetwork

noncomputable section

variable {ι : Type*} [Fintype ι]
variable {Ω : Type*} [MeasurableSpace Ω] {μ : Measure Ω}
```

The misfit is $S(x) = \tfrac12\sum_{i,j}(x_i - x_j - y_{ij})^2$, which for antisymmetric data counts each pair once. The candidate is the row average $\hat x_i = \frac1n\sum_j y_{ij}$. `IsZeroSumFit` defines the least-squares solution as a minimiser, without mentioning $\hat x$.

```lean
/-- Least-squares misfit of state values `x` against measured differences `y`: half the sum
over ordered pairs of the squared residuals. -/
def misfit (y : ι → ι → ℝ) (x : ι → ℝ) : ℝ := (1 / 2) * ∑ i, ∑ j, (x i - x j - y i j) ^ 2

/-- The row average `(1/n) ∑ j, y i j` of the measured differences, `n` the number of states. -/
def fit (y : ι → ι → ℝ) (i : ι) : ℝ := (Fintype.card ι : ℝ)⁻¹ * ∑ j, y i j

/-- `x` sums to zero and has the smallest misfit among all state values summing to zero. -/
def IsZeroSumFit (y : ι → ι → ℝ) (x : ι → ℝ) : Prop :=
  ∑ i, x i = 0 ∧ ∀ x' : ι → ℝ, ∑ i, x' i = 0 → misfit y x ≤ misfit y x'
```

Q: And the noise? I expected Gaussians.

A: Only second moments enter. The random measurements $Y_{ij}$ are square integrable, antisymmetric in every outcome, have variance $s^2$ for $i \ne j$, and have zero covariance between different unordered pairs. The constant $s$ is the statistical error of one pair measurement, the same for all pairs, and `uncorr` stands for separate runs with their own sampling noise. Both are assumed, not derived. Relative free energies from separate simulations fit this model when every pair is simulated, with equal and uncorrelated errors.

```lean
/-- The row average of random measured differences, as a random variable. -/
def fitRV (Y : ι → ι → Ω → ℝ) (i : ι) : Ω → ℝ := fun ω => fit (fun a b => Y a b ω) i

/-- Noise model: square-integrable antisymmetric measurements, with variance `s²` for each pair
of distinct states and zero covariance between different unordered pairs. -/
structure PairNoise (μ : Measure Ω) (Y : ι → ι → Ω → ℝ) (s : ℝ) : Prop where
  memLp : ∀ i j, MemLp (Y i j) 2 μ
  antisymm : ∀ i j ω, Y j i ω = -Y i j ω
  var : ∀ i j, i ≠ j → Var[Y i j; μ] = s ^ 2
  uncorr : ∀ i k j l, ¬(i = j ∧ k = l) → ¬(i = l ∧ k = j) → cov[Y i k, Y j l; μ] = 0
```

Q: Show me that the row average minimises $S$.

A: Swapping the summation indices gives $\sum_{i,j} y_{ij} = -\sum_{i,j} y_{ij} = 0$, so $\sum_i \hat x_i = 0$.

```lean
/-- For antisymmetric data the row averages sum to zero. -/
theorem fit_sum_zero {y : ι → ι → ℝ} (hy : ∀ i j, y j i = -y i j) : ∑ i, fit y i = 0 := by
  have h : ∑ i, ∑ j, y i j = -∑ i, ∑ j, y i j :=
    calc ∑ i, ∑ j, y i j = ∑ j, ∑ i, y i j := sum_comm
      _ = ∑ j, ∑ i, -y j i := sum_congr rfl fun j _ => sum_congr rfl fun i _ => hy j i
      _ = -∑ i, ∑ j, y i j := by simp only [sum_neg_distrib]
  have h0 : ∑ i, ∑ j, y i j = 0 := by linarith
  simp only [fit, ← mul_sum, h0, mul_zero]
```

For zero-sum $x$ put $d_i = x_i - \hat x_i$ and $r_{ij} = \hat x_i - \hat x_j - y_{ij}$. Then $\sum_i d_i = 0$ (`hd0`) and $\sum_j r_{ij} = n\hat x_i - 0 - \sum_j y_{ij} = 0$ (`hrow`). The residual at $x$ is $r_{ij} + d_i - d_j$, and with $r_{ji} = -r_{ij}$ its square is (`e`)
$$r_{ij}^2 + d_i^2 + d_j^2 - 2d_id_j + 2d_ir_{ij} + 2d_jr_{ji}.$$
Summed over $i,j$, the last three terms vanish (`h3`, `h1`, `h2`), and $d_i^2$ and $d_j^2$ each give $n\sum_i d_i^2$ (`h4`, `h5`). Halving, $S(x) = S(\hat x) + n\sum_i d_i^2$.

```lean
/-- For antisymmetric data and zero-sum state values, the misfit exceeds that of the row
averages by `n` times the squared distance from them. -/
theorem misfit_decomposition {y : ι → ι → ℝ} (hy : ∀ i j, y j i = -y i j) {x : ι → ℝ}
    (hx : ∑ i, x i = 0) :
    misfit y x = misfit y (fit y) + Fintype.card ι * ∑ i, (x i - fit y i) ^ 2 := by
  obtain ⟨r, hr⟩ : ∃ r : ι → ι → ℝ, ∀ i j, r i j = fit y i - fit y j - y i j :=
    ⟨_, fun _ _ => rfl⟩
  obtain ⟨d, hd⟩ : ∃ d : ι → ℝ, ∀ i, d i = x i - fit y i := ⟨_, fun _ => rfl⟩
  have hd0 : ∑ i, d i = 0 := by
    simp only [hd, sum_sub_distrib, hx, fit_sum_zero hy, sub_zero]
  -- normal equations: the residuals of the row averages sum to zero along each row
  have hrow : ∀ i, ∑ j, r i j = 0 := by
    intro i
    have hn : (Fintype.card ι : ℝ) ≠ 0 := Nat.cast_ne_zero.2 (Fintype.card_pos_iff.2 ⟨i⟩).ne'
    simp only [hr, sum_sub_distrib, fit_sum_zero hy, sum_const, card_univ, nsmul_eq_mul]
    rw [fit, mul_inv_cancel_left₀ hn]
    ring
  have e : ∀ i j, (x i - x j - y i j) ^ 2 = r i j ^ 2 + d i ^ 2 + d j ^ 2 - 2 * (d i * d j)
      + 2 * (d i * r i j) + 2 * (d j * r j i) := by
    intro i j
    simp only [hr, hd]
    rw [hy i j]
    ring
  have h1 : ∑ i, ∑ j, 2 * (d i * r i j) = 0 := by
    simp only [← mul_sum, hrow, mul_zero, sum_const_zero]
  have h2 : ∑ i, ∑ j, 2 * (d j * r j i) = 0 := by
    rw [sum_comm]
    exact h1
  have h3 : ∑ i, ∑ j, 2 * (d i * d j) = 0 := by
    simp only [← mul_sum, hd0, mul_zero, sum_const_zero]
  have h4 : ∑ i, ∑ _j : ι, d i ^ 2 = Fintype.card ι * ∑ i, d i ^ 2 := by simp [mul_sum]
  have h5 : ∑ _i : ι, ∑ j, d j ^ 2 = Fintype.card ι * ∑ i, d i ^ 2 := by simp
  have key : ∑ i, ∑ j, (x i - x j - y i j) ^ 2
      = ∑ i, ∑ j, r i j ^ 2 + 2 * (Fintype.card ι * ∑ i, d i ^ 2) := by
    simp only [e, sum_add_distrib, sum_sub_distrib]
    linarith [h1, h2, h3, h4, h5]
  simp only [hr, hd] at key
  unfold misfit
  rw [key]
  ring
```

The added term is non-negative, so $\hat x$ is a minimiser. A minimiser has $S(x) \le S(\hat x)$, hence $\sum_i d_i^2 \le 0$ (`hs`) and every $d_i = 0$.

```lean
/-- For antisymmetric data, the zero-sum least-squares state values are exactly the row
averages. -/
theorem least_squares_iff {y : ι → ι → ℝ} (hy : ∀ i j, y j i = -y i j) (x : ι → ℝ) :
    IsZeroSumFit y x ↔ x = fit y := by
  constructor
  · rintro ⟨hx, hmin⟩
    funext i
    have hn : (0 : ℝ) < Fintype.card ι := Nat.cast_pos.2 (Fintype.card_pos_iff.2 ⟨i⟩)
    have h1 := hmin _ (fit_sum_zero hy)
    have h2 := misfit_decomposition hy hx
    have hs : ∑ k, (x k - fit y k) ^ 2 ≤ 0 := le_of_mul_le_mul_left (by linarith) hn
    have ht : (x i - fit y i) ^ 2 ≤ ∑ k, (x k - fit y k) ^ 2 :=
      single_le_sum (f := fun k => (x k - fit y k) ^ 2) (fun _ _ => sq_nonneg _) (mem_univ i)
    have h0 : (x i - fit y i) ^ 2 = 0 := le_antisymm (ht.trans hs) (sq_nonneg _)
    exact sub_eq_zero.1 ((pow_eq_zero_iff two_ne_zero).1 h0)
  · rintro rfl
    refine ⟨fit_sum_zero hy, fun x' hx' => ?_⟩
    rw [misfit_decomposition hy hx']
    exact le_add_of_nonneg_right (by positivity)
```

Q: Give me numbers.

A: Take states $0,1,2$ with $y_{01} = 1$, $y_{12} = 2$, $y_{02} = 4$; the cycle sum $y_{01} + y_{12} + y_{20}$ is $-1$ instead of $0$. Then $\hat x = (5/3,\ 1/3,\ -2)$, the fitted differences are $4/3$, $7/3$, $11/3$, the residuals are $1/3$, $1/3$, $-1/3$, and $S(\hat x) = 1/3$.

Q: Rows $i$ and $j$ both contain the pair $\{i,j\}$, so the fitted values are correlated. Is that tracked?

A: Yes. With $\delta$ the Kronecker symbol, $\mathrm{cov}(Y_{ik}, Y_{jl}) = s^2(\delta_{ij}\delta_{kl} - \delta_{il}\delta_{kj})$. The proof splits four ways: $i = k$ gives $Y_{ii} = 0$ and the two terms cancel, the same ordered pair gives $s^2$, the reversed pair $-s^2$, and anything else zero by `uncorr`.

```lean
omit [Fintype ι] in
/-- Covariance of two measurements: `cov(Y i k, Y j l) = s² (δ_ij δ_kl - δ_il δ_kj)`. -/
theorem covariance_pair [DecidableEq ι] {Y : ι → ι → Ω → ℝ} {s : ℝ} (h : PairNoise μ Y s)
    (i k j l : ι) :
    cov[Y i k, Y j l; μ]
      = s ^ 2 * ((if i = j ∧ k = l then 1 else 0) - (if i = l ∧ k = j then 1 else 0)) := by
  have hm := (h.memLp i k).aestronglyMeasurable.aemeasurable
  by_cases hik : i = k
  · have h0 : Y i k = 0 := by
      funext ω
      have := h.antisymm k k ω
      rw [hik, Pi.zero_apply]
      linarith
    rw [h0, covariance_zero_left, hik]
    split_ifs <;> first | ring1 | (exfalso; tauto)
  by_cases h1 : i = j ∧ k = l
  · rw [← h1.1, ← h1.2, covariance_self hm, h.var i k hik]
    simp [hik]
  by_cases h2 : i = l ∧ k = j
  · have e : Y k i = -Y i k := funext fun ω => h.antisymm i k ω
    rw [← h2.1, ← h2.2, e, covariance_neg_right, covariance_self hm, h.var i k hik]
    simp [hik]
  rw [h.uncorr i k j l h1 h2, if_neg h1, if_neg h2]
  ring
```

Finite sums of square-integrable variables are square integrable, so the row averages are too; `variance_sub` takes this as a hypothesis below.

```lean
/-- The random row averages are square integrable. -/
theorem memLp_fitRV {Y : ι → ι → Ω → ℝ} {s : ℝ} (h : PairNoise μ Y s) (i : ι) :
    MemLp (fitRV Y i) 2 μ := by
  have e : fitRV Y i = (Fintype.card ι : ℝ)⁻¹ • ∑ k, Y i k := by
    ext ω
    simp [fitRV, fit, Finset.sum_apply]
  have hs : MemLp (∑ k, Y i k) 2 μ :=
    sum_induction _ (fun g => MemLp g 2 μ) (fun _ _ a b => a.add b) MemLp.zero
      (fun k _ => h.memLp i k)
  rw [e]
  exact hs.const_smul _
```

Summing over $k,l$, the first term gives $n\delta_{ij}$ (`ha`) and the second gives $1$, from $l = i$, $k = j$ (`hb`). Dividing by $n^2$, $\mathrm{cov}(\hat x_i, \hat x_j) = \frac{s^2}{n}(\delta_{ij} - \frac1n)$.

```lean
/-- Covariance matrix of the row averages: `(s²/n) (δ_ij - 1/n)`. -/
theorem covariance_fit [DecidableEq ι] [IsProbabilityMeasure μ] {Y : ι → ι → Ω → ℝ} {s : ℝ}
    (h : PairNoise μ Y s) (i j : ι) :
    cov[fitRV Y i, fitRV Y j; μ]
      = s ^ 2 / Fintype.card ι * ((if i = j then 1 else 0) - 1 / Fintype.card ι) := by
  have hn : (Fintype.card ι : ℝ) ≠ 0 := Nat.cast_ne_zero.2 (Fintype.card_pos_iff.2 ⟨i⟩).ne'
  have e : ∀ a, fitRV Y a = (Fintype.card ι : ℝ)⁻¹ • ∑ k, Y a k := by
    intro a
    ext ω
    simp [fitRV, fit, Finset.sum_apply]
  have ha : ∑ k : ι, ∑ l : ι, (if i = j ∧ k = l then (1 : ℝ) else 0)
      = Fintype.card ι * (if i = j then 1 else 0) := by
    by_cases hij : i = j <;> simp [hij]
  -- the second Kronecker term is nonzero only at `l = i`, `k = j`
  have hb : ∑ k : ι, ∑ l : ι, (if i = l ∧ k = j then (1 : ℝ) else 0) = 1 := by
    simp only [ite_and, sum_ite_eq, sum_ite_eq', mem_univ, if_true]
  rw [e i, e j, covariance_smul_left, covariance_smul_right,
    covariance_sum_sum (h.memLp i) (h.memLp j)]
  simp only [covariance_pair h, ← mul_sum, sum_sub_distrib]
  rw [ha, hb]
  generalize (if i = j then (1 : ℝ) else 0) = δ
  linear_combination ((Fintype.card ι : ℝ)⁻¹ * s ^ 2 * δ) * inv_mul_cancel₀ hn
```

For $i \ne j$, `variance_sub` takes the two variances minus twice the covariance:
$$\mathrm{Var}(\hat x_i - \hat x_j) = \frac{2s^2}{n}\Big(1 - \frac1n\Big) + \frac{2s^2}{n^2} = \frac{2s^2}{n}.$$
At $n = 2$ this is $s^2$, the single measurement.

```lean
/-- The difference of the row averages of two distinct states has variance `2 s² / n`. -/
theorem variance_fit_sub [IsProbabilityMeasure μ] {Y : ι → ι → Ω → ℝ} {s : ℝ}
    (h : PairNoise μ Y s) {i j : ι} (hij : i ≠ j) :
    Var[fitRV Y i - fitRV Y j; μ] = 2 * s ^ 2 / Fintype.card ι := by
  haveI := Classical.decEq ι
  have hi := memLp_fitRV h i
  have hj := memLp_fitRV h j
  rw [variance_sub hi hj, ← covariance_self hi.aestronglyMeasurable.aemeasurable,
    ← covariance_self hj.aestronglyMeasurable.aemeasurable]
  simp only [covariance_fit h, if_neg hij, if_true]
  ring
```

Q: A small variance says nothing about bias.

A: `PairNoise` asks nothing of the means beyond antisymmetry. A separate theorem assumes integrable $Y_{ab}$ with mean $t_a - t_b$ for true state values $t_a$. The mean of $\hat x_i - \hat x_j$ is then $\frac1n\sum_k[(t_i - t_k) - (t_j - t_k)] = t_i - t_j$.

```lean
/-- If each measurement has mean `t a - t b`, the difference of the row averages of states
`i` and `j` has mean `t i - t j`. -/
theorem mean_fit_sub {Y : ι → ι → Ω → ℝ} (hint : ∀ a b, Integrable (Y a b) μ) {t : ι → ℝ}
    (hmean : ∀ a b, ∫ ω, Y a b ω ∂μ = t a - t b) (i j : ι) :
    ∫ ω, (fitRV Y i ω - fitRV Y j ω) ∂μ = t i - t j := by
  have hn : (Fintype.card ι : ℝ) ≠ 0 := Nat.cast_ne_zero.2 (Fintype.card_pos_iff.2 ⟨i⟩).ne'
  have hs : ∀ a, Integrable (fun ω => ∑ k, Y a k ω) μ := fun a =>
    integrable_finsetSum _ fun k _ => hint a k
  have hI : ∀ a, ∫ ω, ∑ k, Y a k ω ∂μ = ∑ k, ∫ ω, Y a k ω ∂μ := fun a =>
    integral_finsetSum _ fun k _ => hint a k
  simp only [fitRV, fit]
  rw [integral_sub ((hs i).const_mul _) ((hs j).const_mul _), integral_const_mul,
    integral_const_mul, hI, hI]
  simp only [hmean, sum_sub_distrib, sum_const, card_univ, nsmul_eq_mul]
  linear_combination (t i - t j) * inv_mul_cancel₀ hn
```

Q: Read me the main statement.

A: On a probability space with `PairNoise μ Y s`, let $X_i$ be state values that form a zero-sum minimiser of the misfit in every outcome (`hX`). Then $X_i = \frac1n\sum_j Y_{ij}$ in every outcome, and $\mathrm{Var}(X_i - X_j) = 2s^2/n$ for $i \ne j$, a condition that forces $n \ge 2$. The proof applies `least_squares_iff` outcome by outcome, then `variance_fit_sub`. Missing pairs, unequal variances, weighted fits and optimality among other estimators are not treated.

```lean
/-- Complete comparison network: state values that are the zero-sum least-squares solution in
every outcome equal `(1/n) ∑ j, Y i j`, and each difference of two distinct states has
variance `2 s² / n`. -/
theorem complete_network [IsProbabilityMeasure μ] {Y : ι → ι → Ω → ℝ} {s : ℝ}
    (h : PairNoise μ Y s) {X : ι → Ω → ℝ}
    (hX : ∀ ω, IsZeroSumFit (fun a b => Y a b ω) (fun a => X a ω)) :
    (∀ i ω, X i ω = (Fintype.card ι : ℝ)⁻¹ * ∑ j, Y i j ω) ∧
      ∀ i j, i ≠ j → Var[X i - X j; μ] = 2 * s ^ 2 / Fintype.card ι := by
  have e : ∀ i ω, X i ω = fitRV Y i ω := fun i ω =>
    congrFun ((least_squares_iff (fun a b => h.antisymm a b ω) _).1 (hX ω)) i
  refine ⟨e, fun i j hij => ?_⟩
  rw [funext (e i), funext (e j)]
  exact variance_fit_sub h hij
```

Q: What if the errors belong to the states instead of the pairs?

A: With two states there is a single pair and nothing changes. With three or more states and uncorrelated state errors of equal nonzero variance, `uncorr` fails and so does the formula. Take three states with uncorrelated signs $e_i = \pm1$ of mean zero and $Y_{ij} = e_i - e_j$. Antisymmetry holds and $s^2 = 2$, but $\mathrm{cov}(Y_{01}, Y_{02}) = 1$. Every cycle closes, $\hat x_i - \hat x_j = Y_{ij}$, and the variance is $2$, not $2s^2/n = 4/3$. The numbers in this example, and in the earlier one with $y_{02} = 4$, are worked by hand and are not compiled theorems.

Q: Does any concrete model satisfy `PairNoise`?

A: Three states on four equally likely outcomes, where the pairs $01$, $02$, $12$ carry the sign patterns $(+,+,-,-)$, $(+,-,+,-)$, $(+,-,-,+)$.

```lean
/-- Four equally likely outcomes. -/
def fourPoint : Measure (Fin 4) := (4 : ℝ≥0∞)⁻¹ • Measure.count

/-- Antisymmetric table for three states whose three pairs carry three Walsh sign patterns. -/
def walsh : Fin 3 → Fin 3 → Fin 4 → ℤ :=
  ![![![0, 0, 0, 0], ![1, 1, -1, -1], ![1, -1, 1, -1]],
    ![![-1, -1, 1, 1], ![0, 0, 0, 0], ![1, -1, -1, 1]],
    ![![-1, 1, -1, 1], ![-1, 1, 1, -1], ![0, 0, 0, 0]]]

/-- The Walsh table as real-valued random measurements. -/
def triangle (i j : Fin 3) (ω : Fin 4) : ℝ := (walsh i j ω : ℝ)
```

Each pattern has mean zero (`z0`), so a covariance is a quarter of the integer dot product (`hc`); `decide` checks that it is $4$ for a pattern with itself and $0$ between different pairs, giving $s = 1$. Directly, $\hat x_0 - \hat x_1 = (2Y_{01} + Y_{02} - Y_{12})/3$ has variance $(4+1+1)/9 = 2/3$.

```lean
/-- The three-state Walsh measurements on four equally likely outcomes satisfy the noise model
with `s = 1`. -/
theorem pairNoise_witness : IsProbabilityMeasure fourPoint ∧ PairNoise fourPoint triangle 1 := by
  have hcount : Measure.count (Set.univ : Set (Fin 4)) = 4 := by
    rw [← Finset.coe_univ, Measure.count_apply_finset]
    simp
  haveI hP : IsProbabilityMeasure fourPoint := ⟨by
    rw [fourPoint, Measure.smul_apply, hcount, smul_eq_mul]
    exact ENNReal.inv_mul_cancel (by simp) (by simp)⟩
  have hint : ∀ f : Fin 4 → ℝ, ∫ ω, f ω ∂fourPoint = 4⁻¹ * (f 0 + f 1 + f 2 + f 3) := by
    intro f
    rw [fourPoint, integral_smul_measure, integral_count, Fin.sum_univ_four]
    simp
  have z0 : ∀ i j, walsh i j 0 + walsh i j 1 + walsh i j 2 + walsh i j 3 = 0 := by decide
  have hm : ∀ i j, ∫ ω, triangle i j ω ∂fourPoint = 0 := by
    intro i j
    have : triangle i j 0 + triangle i j 1 + triangle i j 2 + triangle i j 3 = 0 := by
      unfold triangle
      exact_mod_cast z0 i j
    rw [hint, this, mul_zero]
  have hc : ∀ i k j l, cov[triangle i k, triangle j l; fourPoint]
      = 4⁻¹ * ((∑ ω, walsh i k ω * walsh j l ω : ℤ) : ℝ) := by
    intro i k j l
    simp only [covariance, hm, sub_zero]
    rw [hint, Fin.sum_univ_four]
    simp only [triangle]
    push_cast
    ring
  have z1 : ∀ i j ω, walsh j i ω = -walsh i j ω := by decide
  have z2 : ∀ i j, i ≠ j → ∑ ω, walsh i j ω * walsh i j ω = 4 := by
    simp only [Fin.sum_univ_four]
    decide
  have z3 : ∀ i k j l, ¬(i = j ∧ k = l) → ¬(i = l ∧ k = j) →
      ∑ ω, walsh i k ω * walsh j l ω = 0 := by
    simp only [Fin.sum_univ_four]
    decide
  have hmem : ∀ i j, MemLp (triangle i j) 2 fourPoint := fun _ _ => MemLp.of_discrete
  refine ⟨hP, hmem, fun i j ω => ?_, fun i j hij => ?_, fun i k j l h1 h2 => ?_⟩
  · unfold triangle
    exact_mod_cast z1 i j ω
  · rw [← covariance_self (hmem i j).aestronglyMeasurable.aemeasurable, hc, z2 i j hij]
    norm_num
  · rw [hc, z3 i k j l h1 h2]
    norm_num

end

end CompleteComparisonNetwork
```

```lean
#print axioms CompleteComparisonNetwork.mean_fit_sub
-- 'CompleteComparisonNetwork.mean_fit_sub' depends on axioms: [propext, Classical.choice, Quot.sound]
#print axioms CompleteComparisonNetwork.complete_network
-- 'CompleteComparisonNetwork.complete_network' depends on axioms: [propext, Classical.choice, Quot.sound]
```
